# Two qubit states have zero overlap exactly when they are antipodal pure states

## States as points of a ball

To ask when two qubit states are orthogonal, one must first choose what represents a state. Here it is a real vector $r$ with $\|r\|\le 1$, the Bloch vector, which determines the matrix

$$\rho_r=\tfrac12(I+r_0X+r_1Y+r_2Z),$$

where $X,Y,Z$ are the Pauli matrices and the indices $0,1,2$ stand for the usual $x,y,z$. The eigenvalues of $\rho_r$ are $(1\pm\|r\|)/2$, so the bound on the norm expresses that probabilities are not negative.

The overlap of two states is $\mathrm{Tr}(\rho_r\rho_s)$. For pure states this is the squared modulus $|\langle\psi|\phi\rangle|^2$, not the amplitude that textbooks often call the overlap. For a single qubit, zero overlap is the condition for telling two states apart with certainty in one measurement, so noise that shortens either Bloch vector rules this out.

## The overlap and its extreme values

Write $\sigma=(X,Y,Z)$. The Pauli matrices are traceless, and $\mathrm{Tr}(\sigma_i\sigma_j)=2\delta_{ij}$. Hence

$$\mathrm{Tr}(\rho_r\rho_s)=\tfrac14(2+2\,r\cdot s)=\tfrac12(1+r\cdot s).$$

The overlap vanishes if and only if $r\cdot s=-1$. In the unit ball this gives

$$\|r+s\|^2=\|r\|^2+2\,r\cdot s+\|s\|^2\le 1-2+1=0,$$

so $s=-r$, and then $-\|r\|^2=-1$ gives $\|r\|=1$. Conversely, a unit vector and its antipode have $r\cdot s=-1$.

Overlap one means $r\cdot s=1$, that is, $r\cdot(-s)=-1$. The same argument with $-s$ in place of $s$ gives $\|r\|=1$ and $s=r$.

Three states cannot be pairwise orthogonal: $s=-r$ and $t=-r$ would give $s\cdot t=\|r\|^2=1$, not $-1$.

## Purity and the operator product

Since $(r\cdot\sigma)^2=\|r\|^2I$,

$$\rho_r^2=\tfrac14\big((1+\|r\|^2)I+2\,r\cdot\sigma\big)=\rho_r+\tfrac14(\|r\|^2-1)I.$$

Thus $\rho_r$ is a projector exactly when $\|r\|=1$. Its trace is one, so the projector has rank one and the state is pure.

For the product of two matrices,

$$\rho_r\rho_s=\tfrac14\big((1+r\cdot s)I+(r+s+i\,r\times s)\cdot\sigma\big).$$

If it vanishes, then $r\cdot s=-1$, and the real part of the vector coefficient gives $s=-r$; hence $\|r\|=1$. Conversely, $\rho_{-r}=I-\rho_r$, so for a unit vector $\rho_r\rho_{-r}=\rho_r-\rho_r^2=0$.

## What the Lean statements say

`BlochVector` is Euclidean three-space, and `blochState r` is $\rho_r$. The name is generous, since the definition also accepts vectors outside the ball, where the matrix is not a state. The formula `overlap` holds for all real vectors; its right-hand side is a real number read as a complex one.

In `overlap_eq_zero_iff`, the hypotheses `hr` and `hs` place both vectors in the ball. Bounding $s$ alone would not suffice: for a unit vector $e$, the choice $r=2e$, $s=-e/2$ has zero overlap. The product criterion `mul_eq_zero_iff_antipodal` needs no bound.

The step left to the reader is that the matrices $\rho_r$ with $\|r\|\le1$ are precisely the qubit density operators.

A different model would start from positive semidefinite $2\times2$ matrices of trace one. The theorem would then speak of density operators directly, but reusing the proof given here would mean first deriving the Bloch vector and its norm bound.

```lean
import Mathlib

open Matrix

namespace QubitOverlap

noncomputable section

/-- The Pauli matrix X. -/
def pauliX : Matrix (Fin 2) (Fin 2) ℂ := !![0, 1; 1, 0]

/-- The Pauli matrix Y. -/
def pauliY : Matrix (Fin 2) (Fin 2) ℂ := !![0, -Complex.I; Complex.I, 0]

/-- The Pauli matrix Z. -/
def pauliZ : Matrix (Fin 2) (Fin 2) ℂ := !![1, 0; 0, -1]

/-- Real three-dimensional space, in which Bloch vectors live. -/
abbrev BlochVector := EuclideanSpace ℝ (Fin 3)

/-- The matrix `(I + r₀ X + r₁ Y + r₂ Z) / 2` with Bloch vector `r`. -/
def blochState (r : BlochVector) : Matrix (Fin 2) (Fin 2) ℂ :=
  (1 / 2 : ℂ) • (1 + (r 0 : ℂ) • pauliX + (r 1 : ℂ) • pauliY + (r 2 : ℂ) • pauliZ)

/-- The entries of the matrix with Bloch vector `r` in the eigenbasis of Z. -/
theorem blochState_entries (r : BlochVector) :
    blochState r = !![(1 + (r 2 : ℂ)) / 2, ((r 0 : ℂ) - Complex.I * (r 1 : ℂ)) / 2;
      ((r 0 : ℂ) + Complex.I * (r 1 : ℂ)) / 2, (1 - (r 2 : ℂ)) / 2] := by
  ext i j
  fin_cases i <;> fin_cases j <;> simp [blochState, pauliX, pauliY, pauliZ] <;> ring

private lemma inner_coords (r s : BlochVector) :
    inner ℝ r s = r 0 * s 0 + r 1 * s 1 + r 2 * s 2 := by
  simp only [PiLp.inner_apply, Fin.sum_univ_three, RCLike.inner_apply, conj_trivial]
  ring

/-- The overlap of two Bloch matrices is `Tr(ρ_r ρ_s) = (1 + r·s) / 2`. -/
theorem overlap (r s : BlochVector) :
    (blochState r * blochState s).trace = (((1 + inner ℝ r s) / 2 : ℝ) : ℂ) := by
  rw [blochState_entries, blochState_entries, inner_coords, Matrix.mul_fin_two,
    Matrix.trace_fin_two_of]
  push_cast
  linear_combination (-((r 1 : ℂ) * (s 1 : ℂ)) / 2) * Complex.I_sq

private lemma overlap_zero_iff_inner (r s : BlochVector) :
    (blochState r * blochState s).trace = 0 ↔ inner ℝ r s = -1 := by
  rw [overlap, Complex.ofReal_eq_zero]
  constructor <;> intro h <;> linarith

private lemma inner_eq_neg_one_iff {r s : BlochVector} (hr : ‖r‖ ≤ 1) (hs : ‖s‖ ≤ 1) :
    inner ℝ r s = -1 ↔ ‖r‖ = 1 ∧ s = -r := by
  constructor
  · intro h
    have h1 := norm_add_sq_real r s
    have hr2 : ‖r‖ ^ 2 ≤ 1 := pow_le_one₀ (norm_nonneg r) hr
    have hs2 : ‖s‖ ^ 2 ≤ 1 := pow_le_one₀ (norm_nonneg s) hs
    -- the sum of the two vectors has no length left
    have h2 : ‖r + s‖ ^ 2 = 0 :=
      le_antisymm (by rw [h1, h]; linarith) (sq_nonneg _)
    have h3 : ‖r + s‖ = 0 := (pow_eq_zero_iff two_ne_zero).mp h2
    have h4 : s = -r := eq_neg_of_add_eq_zero_right (norm_eq_zero.mp h3)
    rw [h4, inner_neg_right, real_inner_self_eq_norm_sq] at h
    have h5 : ‖r‖ ^ 2 = 1 := by linarith
    exact ⟨(pow_eq_one_iff_of_nonneg (norm_nonneg r) two_ne_zero).mp h5, h4⟩
  · rintro ⟨h, h'⟩
    rw [h', inner_neg_right, real_inner_self_eq_norm_sq, h]
    norm_num

/-- Two qubit states, with Bloch vectors of norm at most one, have zero overlap if and only
if `r` is a unit vector and `s` is its antipode. -/
theorem overlap_eq_zero_iff {r s : BlochVector} (hr : ‖r‖ ≤ 1) (hs : ‖s‖ ≤ 1) :
    (blochState r * blochState s).trace = 0 ↔ ‖r‖ = 1 ∧ s = -r :=
  (overlap_zero_iff_inner r s).trans (inner_eq_neg_one_iff hr hs)

/-- Two qubit states, with Bloch vectors of norm at most one, have overlap one if and only
if their Bloch vectors are the same unit vector. -/
theorem overlap_eq_one_iff {r s : BlochVector} (hr : ‖r‖ ≤ 1) (hs : ‖s‖ ≤ 1) :
    (blochState r * blochState s).trace = 1 ↔ ‖r‖ = 1 ∧ s = r := by
  -- reflect `s` and use the criterion for antipodal vectors
  have key := inner_eq_neg_one_iff (s := -s) hr (by rwa [norm_neg])
  rw [inner_neg_right, neg_inj, neg_inj] at key
  rw [← key, overlap, Complex.ofReal_eq_one]
  constructor <;> intro h <;> linarith

/-- The square of a Bloch matrix is `ρ² = ρ + (‖r‖² - 1)/4 · I`. -/
theorem blochState_sq (r : BlochVector) :
    blochState r * blochState r =
      blochState r + (((‖r‖ ^ 2 - 1) / 4 : ℝ) : ℂ) • (1 : Matrix (Fin 2) (Fin 2) ℂ) := by
  rw [← real_inner_self_eq_norm_sq, inner_coords, blochState_entries, Matrix.mul_fin_two]
  ext i j
  fin_cases i <;> fin_cases j <;> simp
  · linear_combination (-(r 1 : ℂ) ^ 2 / 4) * Complex.I_sq
  · ring
  · ring
  · linear_combination (-(r 1 : ℂ) ^ 2 / 4) * Complex.I_sq

/-- A Bloch matrix is idempotent, `ρ² = ρ`, if and only if its Bloch vector has norm one. -/
theorem pure_iff (r : BlochVector) :
    blochState r * blochState r = blochState r ↔ ‖r‖ = 1 := by
  constructor
  · intro h
    -- compare traces: `(1 + ‖r‖²)/2 = 1`
    have ht : (blochState r).trace = 1 := by
      rw [blochState_entries, Matrix.trace_fin_two_of]
      ring
    have h1 := congrArg Matrix.trace h
    rw [overlap, ht, Complex.ofReal_eq_one, real_inner_self_eq_norm_sq] at h1
    have h2 : ‖r‖ ^ 2 = 1 := by linarith
    exact (pow_eq_one_iff_of_nonneg (norm_nonneg r) two_ne_zero).mp h2
  · intro h
    rw [blochState_sq, h]
    simp

/-- Reversing the Bloch vector turns `ρ` into `I - ρ`. -/
theorem blochState_neg (r : BlochVector) : blochState (-r) = 1 - blochState r := by
  unfold blochState
  simp only [PiLp.neg_apply, Complex.ofReal_neg]
  module

/-- For any real vectors `r` and `s`, the matrix product `ρ_r ρ_s` vanishes if and only if
`r` is a unit vector and `s` is its antipode. -/
theorem mul_eq_zero_iff_antipodal (r s : BlochVector) :
    blochState r * blochState s = 0 ↔ ‖r‖ = 1 ∧ s = -r := by
  constructor
  · intro h
    have hi : inner ℝ r s = -1 := (overlap_zero_iff_inner r s).mp (by rw [h]; simp)
    rw [blochState_entries, blochState_entries, Matrix.mul_fin_two] at h
    -- real and imaginary parts of the entries give `r + s = 0`
    have a := congrArg Complex.re (congrFun (congrFun h 0) 0)
    have b := congrArg Complex.re (congrFun (congrFun h 1) 1)
    have c := congrArg Complex.re (congrFun (congrFun h 0) 1)
    have d := congrArg Complex.re (congrFun (congrFun h 1) 0)
    have e := congrArg Complex.im (congrFun (congrFun h 0) 1)
    have f := congrArg Complex.im (congrFun (congrFun h 1) 0)
    simp at a b c d e f
    have hs : s = -r := by
      ext i
      fin_cases i <;> simp <;> linarith
    rw [hs, inner_neg_right, real_inner_self_eq_norm_sq] at hi
    have h2 : ‖r‖ ^ 2 = 1 := by linarith
    exact ⟨(pow_eq_one_iff_of_nonneg (norm_nonneg r) two_ne_zero).mp h2, hs⟩
  · rintro ⟨h, hs⟩
    rw [hs, blochState_neg, mul_sub, mul_one, (pure_iff r).mpr h, sub_self]

/-- No three qubit states, with Bloch vectors of norm at most one, have pairwise zero
overlap. -/
theorem no_three_orthogonal {r s t : BlochVector}
    (hr : ‖r‖ ≤ 1) (hs : ‖s‖ ≤ 1) (ht : ‖t‖ ≤ 1) :
    ¬ ((blochState r * blochState s).trace = 0 ∧ (blochState r * blochState t).trace = 0 ∧
      (blochState s * blochState t).trace = 0) := by
  rintro ⟨hrs, hrt, hst⟩
  obtain ⟨h1, h2⟩ := (overlap_eq_zero_iff hr hs).mp hrs
  obtain ⟨-, h3⟩ := (overlap_eq_zero_iff hr ht).mp hrt
  -- both `s` and `t` are the antipode of `r`, so they coincide
  have h4 := (overlap_zero_iff_inner s t).mp hst
  rw [h2, h3, inner_neg_neg, real_inner_self_eq_norm_sq, h1] at h4
  norm_num at h4

end

end QubitOverlap
```

```lean
#print axioms QubitOverlap.overlap_eq_zero_iff
#print axioms QubitOverlap.overlap_eq_one_iff
#print axioms QubitOverlap.mul_eq_zero_iff_antipodal
#print axioms QubitOverlap.no_three_orthogonal
```

```
'QubitOverlap.overlap_eq_zero_iff' depends on axioms: [propext, Classical.choice, Quot.sound]
'QubitOverlap.overlap_eq_one_iff' depends on axioms: [propext, Classical.choice, Quot.sound]
'QubitOverlap.mul_eq_zero_iff_antipodal' depends on axioms: [propext, Classical.choice, Quot.sound]
'QubitOverlap.no_three_orthogonal' depends on axioms: [propext, Classical.choice, Quot.sound]
```

## From matrix entries to geometry

`blochState_entries` writes out the four entries, and `inner_coords` expands the inner product. The proof of `overlap` multiplies entries instead of using Pauli traces; its `linear_combination` step supplies $i^2=-1$ for the $Y$ terms.

`overlap_zero_iff_inner` turns zero overlap into $r\cdot s=-1$, and `inner_eq_neg_one_iff` contains the norm argument. Together they give the main theorem. `overlap_eq_one_iff` applies the second lemma to `-s`.

`blochState_sq` checks the square entry by entry. `pure_iff` uses it to show that unit vectors give projectors; for the other direction it compares traces, $(1+\|r\|^2)/2=1$.

In `mul_eq_zero_iff_antipodal`, the real and imaginary parts `a` to `f` of the entries yield $r+s=0$ by linear arithmetic, replacing the cross-product formula. The converse uses `blochState_neg` and `pure_iff`. Finally, `no_three_orthogonal` applies the main theorem twice and reaches the contradiction $1=-1$.
